# Classical moments in an aligning field: reduced uniaxial anisotropy lies below reduced magnetisation

## In what sense does anisotropy fall faster?

Heating a uniaxial magnet usually weakens both its magnetisation and its anisotropy. I model each moment as a classical vector at polar angle $t$ to the easy axis, with weight $e^{x\cos t}$ on the sphere, where $x>0$ is the aligning energy over $k_BT$. With $M=\langle\cos t\rangle$ and $A=\langle(3\cos^2t-1)/2\rangle$, I'm told that $A$ "falls faster". But near $x=0$ I find $M\approx x/3$ and $A\approx x^2/15$, so there $M$ has the steeper slope. What is actually true?

## Smaller at every $x>0$, with two limiting laws

Here $M$ and $A$ are defined as normalised integrals over the polar angle, and their closed forms are derived below. What holds is $A<M$ for every $x>0$: relative to its saturated value, the anisotropy has always lost more. This is a statement about size, not slope.

**Closed forms.** Put $u=\cos t$. Then

$$Z=\int_{-1}^1e^{xu}du=\frac{2\sinh x}{x},\qquad M=\frac{Z'}{Z}=\coth x-\frac1x .$$

Integrating $u^2e^{xu}$ by parts gives $\langle u^2\rangle=1-2M/x$, hence $A=1-3M/x$.

**Low temperature.** Let $\varepsilon=x(\coth x-1)=xe^{-x}/\sinh x$, which tends to 0 as $x\to\infty$. Then $1-M=(1-\varepsilon)/x$ and $1-A=3M/x$, so

$$\frac{1-A}{1-M}=\frac{3M}{1-\varepsilon}\to3 .$$

**High temperature.** Let $D=x\cosh x-\sinh x$ and $P=(x^2+3)\sinh x-3x\cosh x$. Then $M=D/(x\sinh x)$ and $A=P/(x^2\sinh x)$. Since $D'=x\sinh x$ and $P'=xD$, L'Hôpital's rule gives $D/x^3\to1/3$ and then $P/x^5\to1/15$. Therefore

$$\frac{A}{M^2}=\frac{(P/x^5)(\sinh x/x)}{(D/x^3)^2}\to\frac{1/15}{1/9}=\frac35 .$$

**All $x>0$.** Subtracting,

$$M-A=\frac{G}{x^2\sinh x},\qquad G=(x+3)D-x^2\sinh x .$$

Multiplying by $2e^x$ gives $F=2e^xG=(2x-3)e^{2x}+2x^2+4x+3$, with $F(0)=0$ and $F'=8e^xD$. Now $D(0)=0$ and $D'>0$, so $D>0$, then $F>0$, and $A<M$.

At $x=0$ the moments are isotropic and $M=A=0$. The inequality becomes an equality and $A/M^2$ is undefined, so the second law is stated as a limit. It is taken from above because the model has $x>0$.

**Reading the Lean statements.** `thermalAverage x f` averages `f (cos t)`; the azimuth cancels for such axially symmetric quantities. `magnetisation` and `anisotropy` are $M$ and $A$, both dimensionless ($A$ is not the exchange stiffness), and `cosh x / sinh x` is $\coth x$. `atTop` means $x\to\infty$, and `𝓝[>] 0` means $x\to0$ from above. Temperature enters only through $x$, which heating lowers.

The step left to physics is identifying $A$ with the measured ratio $K(T)/K(0)$ of anisotropy constants. That assumes equivalent moments, all with the same $x$, and a single-ion anisotropy quadratic in the direction of the moment, with a coefficient that does not itself change with temperature and is weak enough not to disturb the weight. For such classical, independent moments in a mean field, $A$ indicates how an anisotropy constant computed at zero temperature, for example from relativistic density functional theory, shrinks on heating.

**How Lean gets there.** In `thermalAverage_quadratic`, `key` is the fundamental theorem of calculus after the substitution $u=\cos t$, and `moment` supplies an explicit antiderivative in place of the integration by parts. `magnetisation_eq` and `anisotropy_eq` are special cases.

In `low_temperature_limit`, `he` is $\varepsilon\to0$; `congr'` then transfers the limit to the original ratio, which agrees with $3M/(1-\varepsilon)$ for $x>0$. In `high_temperature_limit`, `h2` and `h3` are the two uses of L'Hôpital's rule.

`pos_of_slope_pos` says that a function differentiable on the whole real line, vanishing at zero and with positive slope for $x>0$, is positive for $x>0$. It yields $D>0$ in `numerator_pos` and $F>0$ in `anisotropy_lt_magnetisation`, where `hd` is the formula for $F'$ and `linear_combination` uses $\cosh^2-\sinh^2=1$ to pass from $F$ to $G$.

```lean
import Mathlib

open Real Filter Topology

namespace UniaxialAnisotropy

noncomputable section

/-- Average of an axially symmetric quantity `f (cos t)` over moments distributed on the
sphere with weight `exp (x cos t)`, where `t` is the polar angle. -/
def thermalAverage (x : ℝ) (f : ℝ → ℝ) : ℝ :=
  (∫ t in (0 : ℝ)..π, f (cos t) * exp (x * cos t) * sin t) /
    ∫ t in (0 : ℝ)..π, exp (x * cos t) * sin t

/-- Reduced magnetisation, the average of `cos t`. -/
def magnetisation (x : ℝ) : ℝ := thermalAverage x fun u => u

/-- Reduced uniaxial anisotropy, the average of `(3 cos² t - 1) / 2`. -/
def anisotropy (x : ℝ) : ℝ := thermalAverage x fun u => (3 * u ^ 2 - 1) / 2

/-- For `x > 0`, the average of any quadratic polynomial in `cos t` in closed form. -/
theorem thermalAverage_quadratic {x : ℝ} (hx : 0 < x) (a b q : ℝ) :
    thermalAverage x (fun u => a + b * u + q * u ^ 2) =
      a + b * (cosh x / sinh x - 1 / x) +
        q * (1 - 2 * (cosh x / sinh x - 1 / x) / x) := by
  have hx0 : x ≠ 0 := hx.ne'
  have hs : sinh x ≠ 0 := (Real.sinh_pos_iff.2 hx).ne'
  -- an antiderivative in `u = cos t` gives the integral over the polar angle
  have key : ∀ (a b q : ℝ) (F : ℝ → ℝ),
      (∀ u, HasDerivAt F ((a + b * u + q * u ^ 2) * exp (x * u)) u) →
      ∫ t in (0 : ℝ)..π, (a + b * cos t + q * cos t ^ 2) * exp (x * cos t) * sin t
        = F 1 - F (-1) := by
    intro a b q F hF
    rw [intervalIntegral.integral_eq_sub_of_hasDerivAt (f := fun t => -F (cos t))
      (fun t _ => (((hF (cos t)).comp t (Real.hasDerivAt_cos t)).neg).congr_deriv (by ring))
      (Continuous.intervalIntegrable (by fun_prop) _ _)]
    simp only [Real.cos_pi, Real.cos_zero]
    ring
  have moment : ∀ a b q : ℝ,
      ∫ t in (0 : ℝ)..π, (a + b * cos t + q * cos t ^ 2) * exp (x * cos t) * sin t
        = 2 * ((a + q) * sinh x / x + b * (cosh x / x - sinh x / x ^ 2)
          - 2 * q * (cosh x / x ^ 2 - sinh x / x ^ 3)) := by
    intro a b q
    rw [key a b q (fun u => ((a + b * u + q * (u * u)) / x - (b + 2 * q * u) / x ^ 2
      + 2 * q / x ^ 3) * exp (x * u)) ?_]
    · simp only [mul_one, mul_neg, Real.cosh_eq, Real.sinh_eq]
      field_simp
      ring
    · intro u
      have h1 := hasDerivAt_id' u
      have hp := (((((h1.const_mul b).const_add a).fun_add
        ((h1.fun_mul h1).const_mul q)).div_const x).fun_sub
        (((h1.const_mul (2 * q)).const_add b).div_const (x ^ 2))).add_const (2 * q / x ^ 3)
      refine (hp.fun_mul (h1.const_mul x).exp).congr_deriv ?_
      field_simp
      ring
  have hZ : ∫ t in (0 : ℝ)..π, exp (x * cos t) * sin t = 2 * sinh x / x := by
    have h := moment 1 0 0
    simp only [one_mul, zero_mul, add_zero] at h
    rw [h]
    ring
  simp only [thermalAverage]
  rw [moment a b q, hZ]
  field_simp
  ring

/-- For `x > 0` the magnetisation is the Langevin function `coth x - 1/x`. -/
theorem magnetisation_eq {x : ℝ} (hx : 0 < x) :
    magnetisation x = cosh x / sinh x - 1 / x := by
  have e : magnetisation x = thermalAverage x (fun u => 0 + 1 * u + 0 * u ^ 2) :=
    congrArg (thermalAverage x) (funext fun u => by ring)
  rw [e, thermalAverage_quadratic hx]
  ring

/-- For `x > 0` the anisotropy follows from the magnetisation as `A = 1 - 3M/x`. -/
theorem anisotropy_eq {x : ℝ} (hx : 0 < x) :
    anisotropy x = 1 - 3 * magnetisation x / x := by
  have e : anisotropy x = thermalAverage x (fun u => -1 / 2 + 0 * u + 3 / 2 * u ^ 2) :=
    congrArg (thermalAverage x) (funext fun u => by ring)
  rw [e, thermalAverage_quadratic hx, magnetisation_eq hx]
  ring

/-- A function that is differentiable on the whole real line, vanishes at zero and has positive
slope for `x > 0` is positive for `x > 0`. -/
theorem pos_of_slope_pos {f f' : ℝ → ℝ} (h0 : f 0 = 0) (hd : ∀ x, HasDerivAt f (f' x) x)
    (hp : ∀ x, 0 < x → 0 < f' x) : ∀ x, 0 < x → 0 < f x := by
  have hm : StrictMonoOn f (Set.Ici 0) := strictMonoOn_of_deriv_pos (convex_Ici 0)
    (fun x _ => (hd x).continuousAt.continuousWithinAt) (fun x hx => by
      rw [interior_Ici] at hx
      rw [(hd x).deriv]
      exact hp x hx)
  intro x hx
  have h := hm (Set.mem_Ici.2 le_rfl) (Set.mem_Ici.2 hx.le) hx
  linarith

/-- The derivative of `x cosh x - sinh x` is `x sinh x`. -/
theorem hasDerivAt_numerator (x : ℝ) :
    HasDerivAt (fun y => y * cosh y - sinh y) (x * sinh x) x :=
  (((hasDerivAt_id' x).fun_mul (Real.hasDerivAt_cosh x)).fun_sub
    (Real.hasDerivAt_sinh x)).congr_deriv (by ring)

/-- `x cosh x - sinh x` is positive for `x > 0`. -/
theorem numerator_pos : ∀ x : ℝ, 0 < x → 0 < x * cosh x - sinh x :=
  pos_of_slope_pos (f := fun y => y * cosh y - sinh y) (by simp) hasDerivAt_numerator
    (fun _ hx => mul_pos hx (Real.sinh_pos_iff.2 hx))

/-- Low temperature: `(1 - A) / (1 - M)` tends to 3 as `x → ∞`. -/
theorem low_temperature_limit :
    Tendsto (fun x => (1 - anisotropy x) / (1 - magnetisation x)) atTop (𝓝 3) := by
  have hsinh : Tendsto sinh atTop atTop := by
    refine tendsto_atTop_mono' atTop ?_ tendsto_id
    filter_upwards [eventually_ge_atTop (0 : ℝ)] with x hx
    exact Real.self_le_sinh_iff.2 hx
  -- the correction `x (coth x - 1)` tends to zero
  have he : Tendsto (fun x : ℝ => x * exp (-x) * (sinh x)⁻¹) atTop (𝓝 0) := by
    have h := (Real.tendsto_pow_mul_exp_neg_atTop_nhds_zero 1).mul
      (tendsto_inv_atTop_zero.comp hsinh)
    simpa using h
  have hlim := (((he.sub_const 1).mul tendsto_inv_atTop_zero).const_add 1).const_mul 3 |>.div
    (he.const_sub 1) (by norm_num)
  have h3 : (3 : ℝ) * (1 + (0 - 1) * 0) / (1 - 0) = 3 := by norm_num
  rw [h3] at hlim
  refine hlim.congr' ?_
  filter_upwards [eventually_gt_atTop (0 : ℝ)] with x hx
  have hs : sinh x ≠ 0 := (Real.sinh_pos_iff.2 hx).ne'
  have hM : magnetisation x = 1 + (x * exp (-x) * (sinh x)⁻¹ - 1) * x⁻¹ := by
    rw [magnetisation_eq hx, ← Real.cosh_sub_sinh]
    field_simp
    ring
  have h1 : 1 - magnetisation x = (1 - x * exp (-x) * (sinh x)⁻¹) / x := by
    rw [hM]
    ring
  rw [anisotropy_eq hx, h1, sub_sub_cancel, div_div_div_cancel_right₀ hx.ne', hM]
  simp only [Pi.div_apply]

/-- High temperature: `A / M²` tends to `3/5` as `x → 0` from above. -/
theorem high_temperature_limit :
    Tendsto (fun x => anisotropy x / magnetisation x ^ 2) (𝓝[>] 0) (𝓝 (3 / 5)) := by
  have hc := Real.continuous_cosh
  have hsc := Real.continuous_sinh
  have h1 : Tendsto (fun x => sinh x / x) (𝓝[>] 0) (𝓝 1) := by
    have h := (Real.hasDerivAt_sinh 0).tendsto_slope_zero_right
    simp only [zero_add, Real.sinh_zero, sub_zero, smul_eq_mul, Real.cosh_zero] at h
    exact h.congr (fun x => by ring)
  -- leading order of `D`, the numerator of the magnetisation
  have h2 : Tendsto (fun x => (x * cosh x - sinh x) / x ^ 3) (𝓝[>] 0) (𝓝 (1 / 3)) := by
    refine HasDerivAt.lhopital_zero_nhdsGT (f' := fun x => x * sinh x)
      (g' := fun x => 3 * x ^ 2) (.of_forall hasDerivAt_numerator)
      (.of_forall fun x => by simpa using hasDerivAt_pow 3 x) ?_
      ((Continuous.tendsto' (by fun_prop) 0 0 (by simp)).mono_left nhdsWithin_le_nhds)
      ((Continuous.tendsto' (by fun_prop) 0 0 (by simp)).mono_left nhdsWithin_le_nhds)
      ((h1.div_const 3).congr' ?_)
    all_goals
      filter_upwards [self_mem_nhdsWithin] with x hx
      have hx' : 0 < x := hx
    · positivity
    · field_simp
  -- leading order of `P`, the numerator of the anisotropy
  have h3 : Tendsto (fun x => ((x * x + 3) * sinh x - 3 * (x * cosh x)) / x ^ 5)
      (𝓝[>] 0) (𝓝 (1 / 3 / 5)) := by
    refine HasDerivAt.lhopital_zero_nhdsGT (f' := fun x => x * (x * cosh x - sinh x))
      (g' := fun x => 5 * x ^ 4) (.of_forall fun x => ?_)
      (.of_forall fun x => by simpa using hasDerivAt_pow 5 x) ?_
      ((Continuous.tendsto' (by fun_prop) 0 0 (by simp)).mono_left nhdsWithin_le_nhds)
      ((Continuous.tendsto' (by fun_prop) 0 0 (by simp)).mono_left nhdsWithin_le_nhds)
      ((h2.div_const 5).congr' ?_)
    · have i := hasDerivAt_id' x
      exact ((((i.fun_mul i).add_const 3).fun_mul (Real.hasDerivAt_sinh x)).fun_sub
        ((i.fun_mul (Real.hasDerivAt_cosh x)).const_mul 3)).congr_deriv (by ring)
    all_goals
      filter_upwards [self_mem_nhdsWithin] with x hx
      have hx' : 0 < x := hx
    · positivity
    · field_simp
  have hlim := (h3.mul h1).div (h2.pow 2) (by norm_num)
  have hv : (1 / 3 / 5 * 1 / (1 / 3) ^ 2 : ℝ) = 3 / 5 := by norm_num
  rw [hv] at hlim
  refine hlim.congr' ?_
  filter_upwards [self_mem_nhdsWithin] with x hx
  have hx' : 0 < x := hx
  have hs : sinh x ≠ 0 := (Real.sinh_pos_iff.2 hx').ne'
  have hD := (numerator_pos x hx').ne'
  have hM : magnetisation x = (x * cosh x - sinh x) / (x * sinh x) := by
    rw [magnetisation_eq hx']
    field_simp
  have hA : anisotropy x =
      ((x * x + 3) * sinh x - 3 * (x * cosh x)) / (x ^ 2 * sinh x) := by
    rw [anisotropy_eq hx', hM]
    field_simp
    ring
  simp only [Pi.div_apply]
  rw [hA, hM]
  generalize (x * x + 3) * sinh x - 3 * (x * cosh x) = P
  generalize x * cosh x - sinh x = D at hD ⊢
  field_simp

/-- For every `x > 0` the reduced anisotropy is smaller than the reduced magnetisation. -/
theorem anisotropy_lt_magnetisation {x : ℝ} (hx : 0 < x) :
    anisotropy x < magnetisation x := by
  have hs : 0 < sinh x := Real.sinh_pos_iff.2 hx
  have hs0 : sinh x ≠ 0 := hs.ne'
  have he : ∀ y : ℝ, exp (2 * y) = (cosh y + sinh y) ^ 2 := fun y => by
    rw [Real.cosh_add_sinh, two_mul, Real.exp_add, sq]
  -- the slope of this function is a positive multiple of `y cosh y - sinh y`
  have hd : ∀ y : ℝ, HasDerivAt
      (fun y => (2 * y - 3) * exp (2 * y) + (2 * (y * y) + 4 * y) + 3)
      (8 * exp y * (y * cosh y - sinh y)) y := by
    intro y
    have i := hasDerivAt_id' y
    refine (((((i.const_mul 2).sub_const 3).fun_mul (i.const_mul 2).exp).fun_add
      (((i.fun_mul i).const_mul 2).fun_add (i.const_mul 4))).add_const 3).congr_deriv ?_
    rw [he, ← Real.cosh_add_sinh y]
    linear_combination (-(4 * y + 4)) * Real.cosh_sq y
  have h := pos_of_slope_pos (by norm_num) hd
    (fun y hy => mul_pos (by positivity) (numerator_pos y hy)) x hx
  have h2 : 0 < (x + 3) * (x * cosh x - sinh x) - x ^ 2 * sinh x := by
    refine (mul_pos_iff_of_pos_left (show 0 < 2 * exp x by positivity)).1 ?_
    rw [he] at h
    rw [← Real.cosh_add_sinh x]
    linear_combination h - (2 * x ^ 2 + 4 * x + 3) * Real.cosh_sq x
  have e : magnetisation x - anisotropy x =
      ((x + 3) * (x * cosh x - sinh x) - x ^ 2 * sinh x) / (x ^ 2 * sinh x) := by
    rw [anisotropy_eq hx, magnetisation_eq hx]
    field_simp
    ring
  refine sub_pos.1 ?_
  rw [e]
  exact div_pos h2 (by positivity)

end

end UniaxialAnisotropy
```

```lean
#print axioms UniaxialAnisotropy.low_temperature_limit
#print axioms UniaxialAnisotropy.high_temperature_limit
#print axioms UniaxialAnisotropy.anisotropy_lt_magnetisation
```

```
'UniaxialAnisotropy.low_temperature_limit' depends on axioms: [propext, Classical.choice, Quot.sound]
'UniaxialAnisotropy.high_temperature_limit' depends on axioms: [propext, Classical.choice, Quot.sound]
'UniaxialAnisotropy.anisotropy_lt_magnetisation' depends on axioms: [propext, Classical.choice, Quot.sound]
```
